# In the four-band model, strain splits the valence-band edge into levels \(\pm\sqrt{Q}\)

Strain that lowers the cubic symmetry of a semiconductor can split its fourfold valence-band edge at \(k=0\), and the size of the splitting is wanted for an arbitrary strain. For this one must choose what represents the edge. Here it is the four states of a spin 3/2, with explicit matrices \(J_0, J_1, J_2\) for the cubic crystal axes \(x, y, z\), and a Hamiltonian linear in the real symmetric strain tensor \(e_{ij}\):

\[
H=-b\sum_i\left(J_i^2-\tfrac54\right)e_{ii}-\frac{d}{\sqrt3}\sum_{i<j}(J_iJ_j+J_jJ_i)\,e_{ij}.
\]

The real constants \(b\) and \(d\) are deformation potentials, energies per unit strain: \(b\) measures the response to unequal normal strains, \(d\) the response to shear. The shears \(e_{ij}\) are tensor components, half the engineering shears. The hydrostatic shift, proportional to \(\sum_i e_{ii}\), is left out, since it moves all four levels together.

The step from a crystal to this matrix is an assumption: the strain is small, and its coupling to the split-off band is neglected.

## The square of the Hamiltonian by hand

The claim is that \(H\) is Hermitian and traceless, and that \(H^2=Q\,\mathbb 1\) with

\[
Q=\frac{b^2}{2}\sum_{i<j}(e_{ii}-e_{jj})^2+d^2\sum_{i<j}e_{ij}^2 .
\]

The levels are then \(\pm\sqrt Q\), a distance \(2\sqrt Q\) apart.

In the basis \(m=\tfrac32,\tfrac12,-\tfrac12,-\tfrac32\), put

\[
D=\begin{pmatrix}1&&&\\&-1&&\\&&-1&\\&&&1\end{pmatrix},\qquad
R=\begin{pmatrix}0&0&1&0\\0&0&0&1\\1&0&0&0\\0&1&0&0\end{pmatrix}.
\]

Multiplying out the spin matrices gives

\[
J_0^2-\tfrac54=-\tfrac12D+\tfrac{\sqrt3}{2}R,\quad
J_1^2-\tfrac54=-\tfrac12D-\tfrac{\sqrt3}{2}R,\quad
J_2^2-\tfrac54=D .
\]

For the shear terms, \(J_2\) is diagonal, so the element of \(J_iJ_2+J_2J_i\) between \(m\) and \(m'\) is \((m+m')\) times that of \(J_i\). Between \(\tfrac32\) and \(\tfrac12\) this is \(\sqrt3\) for \(i=0\) and \(-i\sqrt3\) for \(i=1\), where the \(i\) in the value is the imaginary unit. Between \(\tfrac12\) and \(-\tfrac12\) it vanishes, and between \(-\tfrac12\) and \(-\tfrac32\) it has the opposite sign. The product \(J_0J_1+J_1J_0\) connects states with \(m\) differing by 2, and its elements above the diagonal are \(-i\sqrt3\). Collecting terms,

\[
H=\begin{pmatrix}p&s&r&0\\ s^*&-p&0&r\\ r^*&0&-p&-s\\ 0&r^*&-s^*&p\end{pmatrix},
\]

\[
p=-b\left(e_{22}-\tfrac{e_{00}+e_{11}}2\right),\quad
s=-d\,e_{02}+i\,d\,e_{12},\quad
r=-\tfrac{\sqrt3}2b(e_{00}-e_{11})+i\,d\,e_{01}.
\]

This matrix is Hermitian, with trace \(p-p-p+p=0\). In its square, every diagonal entry is \(p^2+|s|^2+|r|^2\). The entries above the diagonal cancel in pairs: the first row gives \(ps-sp\), \(pr-rp\) and \(sr-rs\), the second gives \(s^*r-rs^*\) and \(-pr+rp\), and the third gives \(ps-sp\). Those below vanish by Hermiticity.

To identify the sum with \(Q\), set \(u=e_{00}-e_{22}\) and \(v=e_{11}-e_{22}\). The terms in \(b^2\) are

\[
\tfrac14(u+v)^2+\tfrac34(u-v)^2=u^2+v^2-uv=\tfrac12\left[(u-v)^2+u^2+v^2\right],
\]

and the terms in \(d^2\) are \(e_{02}^2+e_{12}^2+e_{01}^2\). Hence \(p^2+|s|^2+|r|^2=Q\).

For the secular determinant, divide \(x-H\) into \(2\times2\) blocks. The diagonal blocks are

\[
A=\begin{pmatrix}x-p&-s\\-s^*&x+p\end{pmatrix},\qquad
B=\begin{pmatrix}x+p&s\\s^*&x-p\end{pmatrix},
\]

with \(AB=(x^2-p^2-|s|^2)\mathbb 1\). The off-diagonal blocks are the multiples \(-r\) and \(-r^*\) of the identity, which commute with everything, so

\[
\det(x-H)=\det(AB-|r|^2\mathbb 1)=(x^2-Q)^2=(x-\sqrt Q)^2(x+\sqrt Q)^2 .
\]

For \(Q>0\) there are two levels, each twofold. For \(Q=0\) they merge into one fourfold level at zero.

## Spin matrices and strain in Lean

The notation `r3` stands for \(\sqrt3\) regarded as a complex number.

```lean
import Mathlib

open Matrix

namespace StrainedValenceBand

noncomputable section

set_option maxHeartbeats 400000

local notation "r3" => ((√3 : ℝ) : ℂ)
```

The three spin matrices are entered explicitly, in units of \(\hbar\) and with \(m\) decreasing down the diagonal of `Jz`.

```lean
/-- The spin-3/2 matrix `J_x` in the basis `m = 3/2, 1/2, -1/2, -3/2`. -/
def Jx : Matrix (Fin 4) (Fin 4) ℂ :=
  !![0, r3 / 2, 0, 0; r3 / 2, 0, 1, 0; 0, 1, 0, r3 / 2; 0, 0, r3 / 2, 0]

/-- The spin-3/2 matrix `J_y` in the same basis. -/
def Jy : Matrix (Fin 4) (Fin 4) ℂ :=
  !![0, -(Complex.I * r3 / 2), 0, 0; Complex.I * r3 / 2, 0, -Complex.I, 0;
     0, Complex.I, 0, -(Complex.I * r3 / 2); 0, 0, Complex.I * r3 / 2, 0]

/-- The spin-3/2 matrix `J_z` in the same basis. -/
def Jz : Matrix (Fin 4) (Fin 4) ℂ :=
  !![3 / 2, 0, 0, 0; 0, 1 / 2, 0, 0; 0, 0, -(1 / 2), 0; 0, 0, 0, -(3 / 2)]
```

The Hamiltonian takes real `b`, `d` and a real \(3\times3\) matrix `e`. No symmetry of `e` is required, because only its diagonal and the entries above it are read. For a physical, symmetric strain nothing is lost.

```lean
/-- The strain Hamiltonian of the fourfold valence-band edge, with deformation potentials
`b` and `d`; the shear strains are read from the entries of `e` above the diagonal. -/
def strainH (b d : ℝ) (e : Matrix (Fin 3) (Fin 3) ℝ) : Matrix (Fin 4) (Fin 4) ℂ :=
  -(b : ℂ) • ((e 0 0 : ℂ) • (Jx ^ 2 - (5 / 4 : ℂ) • 1) + (e 1 1 : ℂ) • (Jy ^ 2 - (5 / 4 : ℂ) • 1)
      + (e 2 2 : ℂ) • (Jz ^ 2 - (5 / 4 : ℂ) • 1))
    - ((d : ℂ) / r3) • ((e 0 1 : ℂ) • (Jx * Jy + Jy * Jx) + (e 0 2 : ℂ) • (Jx * Jz + Jz * Jx)
      + (e 1 2 : ℂ) • (Jy * Jz + Jz * Jy))
```

The expression for \(Q\) is written out term by term. Texts on strained semiconductors often use the letter \(Q\) for a diagonal element of \(H\); here it is the square of half the splitting.

```lean
/-- The quadratic strain expression `Q`, built from differences of the normal strains and
from the shear strains. -/
def strainQ (b d : ℝ) (e : Matrix (Fin 3) (Fin 3) ℝ) : ℝ :=
  b ^ 2 / 2 * ((e 0 0 - e 1 1) ^ 2 + (e 0 0 - e 2 2) ^ 2 + (e 1 1 - e 2 2) ^ 2)
    + d ^ 2 * (e 0 1 ^ 2 + e 0 2 ^ 2 + e 1 2 ^ 2)
```

A level is defined by the eigenvalue equation itself. The operation `*ᵥ` applies a matrix to a vector, and the condition `v ≠ 0` excludes the trivial solution.

```lean
/-- A real energy `E` is a level if the strain Hamiltonian has a nonzero eigenvector for it. -/
def IsLevel (b d : ℝ) (e : Matrix (Fin 3) (Fin 3) ℝ) (E : ℝ) : Prop :=
  ∃ v : Fin 4 → ℂ, v ≠ 0 ∧ strainH b d e *ᵥ v = (E : ℂ) • v
```

The matrix found by hand becomes a definition with five independent complex parameters. The primed ones take the place of \(s^*\) and \(r^*\), so the algebra needs no complex conjugation.

```lean
/-- A four-band matrix with diagonal parameter `p` and couplings `s`, `s'`, `r`, `r'`. -/
def bandForm (p s s' r r' : ℂ) : Matrix (Fin 4) (Fin 4) ℂ :=
  !![p, s, r, 0; s', -p, 0, r; r', 0, -p, -s; 0, r', -s', p]
```

## From spin operators to two couplings

The only fact needed about the square root is \((\sqrt3)^2=3\).

```lean
private lemma r3_sq : r3 ^ 2 = 3 := by
  rw [← Complex.ofReal_pow, Real.sq_sqrt (by norm_num)]
  norm_num
```

The next theorem confirms that the matrices represent a spin 3/2: they satisfy the commutation relations, and the total spin squared is \(15/4\), a third of which is the \(5/4\) subtracted in \(H\). The proof compares all sixteen entries of each identity and lets `grind` finish with \((\sqrt3)^2=3\) and \(i^2=-1\).

```lean
/-- The three matrices obey the angular-momentum commutation relations, and the total spin
squared is `15/4 = (3/2)(3/2 + 1)`. -/
theorem spin_three_halves :
    Jx * Jy - Jy * Jx = Complex.I • Jz ∧ Jy * Jz - Jz * Jy = Complex.I • Jx ∧
    Jz * Jx - Jx * Jz = Complex.I • Jy ∧ Jx ^ 2 + Jy ^ 2 + Jz ^ 2 = (15 / 4 : ℂ) • 1 := by
  have h3 := r3_sq
  have hI := Complex.I_sq
  refine ⟨?_, ?_, ?_, ?_⟩ <;> ext i j <;> fin_cases i <;> fin_cases j <;>
    simp [Jx, Jy, Jz, pow_two] <;> grind
```

The theorem `strainH_eq` is the hand calculation of \(p\), \(s\) and \(r\). Its proof first replaces \(d/\sqrt3\) by \(d\sqrt3/3\), which leaves polynomial identities to be checked entry by entry.

```lean
/-- Written out in the basis of `J_z`, the strain Hamiltonian has one diagonal parameter and
two complex couplings. -/
theorem strainH_eq (b d : ℝ) (e : Matrix (Fin 3) (Fin 3) ℝ) :
    strainH b d e = bandForm (-b * (e 2 2 - (e 0 0 + e 1 1) / 2))
      (-d * e 0 2 + Complex.I * d * e 1 2) (-d * e 0 2 - Complex.I * d * e 1 2)
      (-b * r3 / 2 * (e 0 0 - e 1 1) + Complex.I * d * e 0 1)
      (-b * r3 / 2 * (e 0 0 - e 1 1) - Complex.I * d * e 0 1) := by
  have h3 := r3_sq
  have hI := Complex.I_sq
  have h0 : r3 ≠ 0 := by
    intro h
    rw [h] at h3
    norm_num at h3
  -- remove the square root from the denominator
  have hd : (d : ℂ) / r3 = d * r3 / 3 := by
    rw [div_eq_div_iff h0 three_ne_zero]
    linear_combination -(d : ℂ) * h3
  unfold strainH
  rw [hd]
  clear hd h0
  ext i j
  fin_cases i <;> fin_cases j <;>
    simp [Jx, Jy, Jz, bandForm, pow_two] <;> grind
```

The square and the determinant are then computed for arbitrary parameters. In `bandForm_sq`, `ring` carries out the pairwise cancellations. In `bandForm_det` the matrix \(x-H\) is written out and its determinant expanded along the first row, where the derivation above used blocks; the resulting polynomial is the same.

```lean
/-- The square of the four-band form is a multiple of the identity. -/
theorem bandForm_sq (p s s' r r' : ℂ) :
    bandForm p s s' r r' ^ 2 = (p ^ 2 + s * s' + r * r') • 1 := by
  ext i j
  fin_cases i <;> fin_cases j <;>
    simp [bandForm, pow_two, Matrix.mul_apply, Fin.sum_univ_succ] <;> ring

/-- The secular determinant of the four-band form is a perfect square. -/
theorem bandForm_det (p s s' r r' x : ℂ) :
    (x • 1 - bandForm p s s' r r').det = (x ^ 2 - (p ^ 2 + s * s' + r * r')) ^ 2 := by
  have h : x • 1 - bandForm p s s' r r' =
      !![x - p, -s, -r, 0; -s', x + p, 0, -r; -r', 0, x + p, s; 0, -r', s', x - p] := by
    ext i j
    fin_cases i <;> fin_cases j <;> simp [bandForm]
  rw [h]
  simp [Matrix.det_succ_row_zero, Fin.sum_univ_succ, Fin.succAbove]
  ring
```

## The spectrum for arbitrary strain

The main theorem has four parts: Hermiticity, zero trace, \(H^2=Q\,\mathbb 1\), and the factorised secular determinant for every complex \(x\). The last part carries the degeneracy, since each factor appears squared: two double roots for \(Q>0\), one fourfold root for \(Q=0\).

Within the proof, `hQ` is the identity \(p^2+|s|^2+|r|^2=Q\). The two terms given to `linear_combination` say where \((\sqrt3)^2=3\) and \(i^2=-1\) enter. The statement `hs` is \((\sqrt Q)^2=Q\), which requires \(Q\ge0\); `positivity` obtains this from the sum of squares.

```lean
/-- The strain Hamiltonian is Hermitian and traceless, its square is `Q` times the identity, and its
secular determinant is `(x - √Q)² (x + √Q)²`. -/
theorem strainH_spectrum (b d : ℝ) (e : Matrix (Fin 3) (Fin 3) ℝ) :
    (strainH b d e).IsHermitian ∧ (strainH b d e).trace = 0 ∧
    strainH b d e ^ 2 = (strainQ b d e : ℂ) • 1 ∧
    ∀ x : ℂ, (x • 1 - strainH b d e).det =
      (x - (√(strainQ b d e) : ℝ)) ^ 2 * (x + (√(strainQ b d e) : ℝ)) ^ 2 := by
  -- the sum of squared parameters is the strain expression Q
  have hQ : (-b * (e 2 2 - (e 0 0 + e 1 1) / 2) : ℂ) ^ 2
      + (-d * e 0 2 + Complex.I * d * e 1 2) * (-d * e 0 2 - Complex.I * d * e 1 2)
      + (-b * r3 / 2 * (e 0 0 - e 1 1) + Complex.I * d * e 0 1)
        * (-b * r3 / 2 * (e 0 0 - e 1 1) - Complex.I * d * e 0 1) = (strainQ b d e : ℂ) := by
    unfold strainQ
    push_cast
    linear_combination ((b : ℂ) ^ 2 * (e 0 0 - e 1 1) ^ 2 / 4) * r3_sq
      - ((d : ℂ) ^ 2 * (e 1 2 ^ 2 + e 0 1 ^ 2)) * Complex.I_sq
  have hs : ((√(strainQ b d e) : ℝ) : ℂ) ^ 2 = (strainQ b d e : ℂ) := by
    rw [← Complex.ofReal_pow, Real.sq_sqrt (by unfold strainQ; positivity)]
  refine ⟨?_, ?_, ?_, fun x => ?_⟩
  · rw [strainH_eq]
    refine Matrix.IsHermitian.ext fun i j => ?_
    fin_cases i <;> fin_cases j <;> simp [bandForm] <;> ring
  · rw [strainH_eq]
    simp [bandForm, Matrix.trace, Fin.sum_univ_succ]
  · rw [strainH_eq, bandForm_sq, hQ]
  · rw [strainH_eq, bandForm_det, hQ, ← hs]
    ring
```

To pass from the determinant to levels, `isLevel_iff` uses the fact that \(E-H\) annihilates a nonzero vector exactly when its determinant vanishes. A product of two squares is zero only if one of the factors is, which leaves \(E=\sqrt Q\) or \(E=-\sqrt Q\). Both values do occur.

```lean
/-- The energy levels of the strained band edge are exactly `√Q` and `-√Q`. -/
theorem isLevel_iff (b d : ℝ) (e : Matrix (Fin 3) (Fin 3) ℝ) (E : ℝ) :
    IsLevel b d e E ↔ E = √(strainQ b d e) ∨ E = -√(strainQ b d e) := by
  have h : IsLevel b d e E ↔ ((E : ℂ) • 1 - strainH b d e).det = 0 := by
    rw [← Matrix.exists_mulVec_eq_zero_iff]
    simp only [IsLevel, Matrix.sub_mulVec, Matrix.smul_mulVec, Matrix.one_mulVec, sub_eq_zero,
      eq_comm]
  rw [h, (strainH_spectrum b d e).2.2.2, mul_eq_zero, pow_eq_zero_iff two_ne_zero,
    pow_eq_zero_iff two_ne_zero, sub_eq_zero, add_eq_zero_iff_eq_neg]
  norm_cast
```

The splitting is stated for two levels \(E_2<E_1\). The proof runs through the four combinations of signs, and the ordering leaves only \(E_1=\sqrt Q\), \(E_2=-\sqrt Q\).

```lean
/-- Two distinct levels of the strained band edge are separated by `2√Q`. -/
theorem level_splitting (b d : ℝ) (e : Matrix (Fin 3) (Fin 3) ℝ) (E₁ E₂ : ℝ)
    (h₁ : IsLevel b d e E₁) (h₂ : IsLevel b d e E₂) (hlt : E₂ < E₁) :
    E₁ - E₂ = 2 * √(strainQ b d e) := by
  have h0 := Real.sqrt_nonneg (strainQ b d e)
  rw [isLevel_iff] at h₁ h₂
  rcases h₁ with h₁ | h₁ <;> rcases h₂ with h₂ | h₂ <;> linarith
```

The strict inequality `hlt` is needed. For any strain with \(Q>0\), the choice \(E_1=E_2=\sqrt Q\) satisfies both level hypotheses, but the difference is 0 and not \(2\sqrt Q\). The conclusion therefore fails even if \(E_2<E_1\) is only relaxed to \(E_2\le E_1\).

## Strain along [001] and [111]

Two symmetric strains separate the deformation potentials. In the theorems below, `p` is a normal strain and no longer the diagonal parameter of `bandForm`.

With normal components \(p,p,q\) and no shear, \(Q=b^2(q-p)^2\), and the levels are \(\pm b(q-p)\). Since \(b(q-p)\) may have either sign, the square root gives \(|b(q-p)|\). The proof treats both signs; a negative one merely exchanges the two levels.

```lean
/-- For strain with normal components `p, p, q` along the cubic axes and no shear, the levels
are `b (q - p)` and `-b (q - p)`. -/
theorem levels_001 (b d p q E : ℝ) :
    IsLevel b d !![p, 0, 0; 0, p, 0; 0, 0, q] E ↔ E = b * (q - p) ∨ E = -(b * (q - p)) := by
  have hQ : strainQ b d !![p, 0, 0; 0, p, 0; 0, 0, q] = (b * (q - p)) ^ 2 := by
    simp [strainQ]
    ring
  rw [isLevel_iff, hQ, Real.sqrt_sq_eq_abs]
  rcases abs_choice (b * (q - p)) with h | h
  · rw [h]
  · rw [h, neg_neg, or_comm]
```

With equal normal components \(p\) and equal shears \(t\), the differences of normal strains vanish and \(Q=3d^2t^2\). The levels are \(\pm\sqrt3\,d\,t\), and the proof handles the sign in the same way.

```lean
/-- For strain with equal normal components `p` and equal shear components `t`, the levels
are `√3 d t` and `-√3 d t`. -/
theorem levels_111 (b d p t E : ℝ) :
    IsLevel b d !![p, t, t; t, p, t; t, t, p] E ↔ E = √3 * d * t ∨ E = -(√3 * d * t) := by
  have hQ : strainQ b d !![p, t, t; t, p, t; t, t, p] = (√3 * d * t) ^ 2 := by
    have h3 : √3 ^ 2 = (3 : ℝ) := Real.sq_sqrt (by norm_num)
    simp [strainQ]
    linear_combination -(d ^ 2 * t ^ 2) * h3
  rw [isLevel_iff, hQ, Real.sqrt_sq_eq_abs]
  rcases abs_choice (√3 * d * t) with h | h
  · rw [h]
  · rw [h, neg_neg, or_comm]

end

end StrainedValenceBand
```

Within this four-band model at \(k=0\), the heavy-hole–light-hole splitting is thus \(2|b(q-p)|\) for the first strain and \(2\sqrt3\,|d\,t|\) for the second, so splittings measured or computed at known strain give the magnitudes of \(b\) and \(d\) separately, provided the splittings are small compared with the energy distance to the split-off band. Their signs require knowing which states lie higher.

```lean
#print axioms StrainedValenceBand.spin_three_halves
#print axioms StrainedValenceBand.level_splitting
#print axioms StrainedValenceBand.levels_001
#print axioms StrainedValenceBand.levels_111
```

```
'StrainedValenceBand.spin_three_halves' depends on axioms: [propext, Classical.choice, Quot.sound]
'StrainedValenceBand.level_splitting' depends on axioms: [propext, Classical.choice, Quot.sound]
'StrainedValenceBand.levels_001' depends on axioms: [propext, Classical.choice, Quot.sound]
'StrainedValenceBand.levels_111' depends on axioms: [propext, Classical.choice, Quot.sound]
```
